# Standard central finite differences underestimate the kinetic energy of every plane wave with nonzero wavenumber

If I don't know the sign of the finite-difference error, I can mistake a kinetic energy from a real-space grid for an upper bound when it is really too low. For plane waves of nonzero wavenumber the claim is that the standard central second-derivative stencils, those with the highest order of accuracy their width allows, always err downwards, whatever that order is. For wavenumber $k$, grid step $h$ and a stencil that reaches $M$ grid points to each side, the phase advance per step is $\theta=kh$, and the claim says

$$\sum_{m=1}^{M}\frac{2((m-1)!)^2}{(2m)!}\,\bigl(2\sin(\theta/2)\bigr)^{2m}<\theta^2,\qquad M\ge 1,\quad 0<\theta\le\pi.$$

Plotting a few orders is convincing, but it doesn't settle all $M$. Can this be proved rigorously and checked by machine, including the link to the kinetic operator?

## The curvature of the error is a single term

Yes, and the inequality holds for every real $\theta\ne0$. Start the index at zero and write

$$s=2\sin(\theta/2),\qquad c_m=\frac{2(m!)^2}{(2m+2)!},\qquad S_M(\theta)=\sum_{m=0}^{M-1}c_m s^{2m+2}.$$

Since $s'^2=\cos^2(\theta/2)=1-s^2/4$ and $s''=-s/4$,

$$(s^{2m+2})''=(2m+2)(2m+1)s^{2m}-(m+1)^2s^{2m+2}.$$

From $(2m+4)!=(2m+4)(2m+3)(2m+2)!$ we get $(m+1)^2c_m=(2m+4)(2m+3)c_{m+1}$. With $a_m=(2m+2)(2m+1)c_m$, the sum therefore telescopes:

$$S_M''=\sum_{m=0}^{M-1}\bigl(a_ms^{2m}-a_{m+1}s^{2m+2}\bigr)=2-a_Ms^{2M}.$$

The defect $D=\theta^2-S_M$ has $D(0)=D'(0)=0$ and $D''=a_Ms^{2M}\ge0$, so $D\ge0$. Also $s^2=2-2\cos\theta\le\theta^2$, hence

$$(c_M\theta^{2M+2}-D)''=a_M(\theta^{2M}-s^{2M})\ge0.$$

This function and its slope also vanish at zero, so $D\le c_M\theta^{2M+2}$.

For strictness, take $\theta\neq0$. If $s\ne0$, then $S_M=S_{M+1}-c_Ms^{2M+2}<S_{M+1}\le\theta^2$. If $s=0$, then $S_M=0<\theta^2$.

## From the inequality to the kinetic energy

Let $\delta^2f(x)=f(x+h)-2f(x)+f(x-h)$. On a plane wave,

$$\delta^2e^{ikx}=(2\cos kh-2)e^{ikx}=-s^2e^{ikx},\qquad \theta=kh.$$

The grid kinetic operator, in atomic units, is

$$T_M=-\frac1{2h^2}\sum_{m=0}^{M-1}(-1)^mc_m(\delta^2)^{m+1}.$$

Because $(-1)^m(-s^2)^{m+1}=-s^{2m+2}$, its eigenvalue is $E_M=S_M(kh)/(2h^2)$. Dividing the bounds on $D$ by $2h^2$ gives, for $h,k\ne0$,

$$0<\frac{k^2}{2}-E_M\le\frac{c_M}{2}k^{2M+2}h^{2M}.$$

## What the Lean statements say

`stencilCoeff m` is $c_m$, `stencilSymbol M θ` is $S_M(\theta)$, and `symbol_lt_sq` is the strict inequality. `gridKinetic` is $T_M$ acting on functions `ℝ → ℂ`; `gridKinetic_planeWave` identifies its eigenvalue as `gridEnergy M h k`, and `gridEnergy_underestimates` gives both energy bounds. The hypotheses `hh` and `hk` require a nonzero grid step and wavenumber. $M=0$ is allowed and gives the zero operator.

The coefficients are defined, not derived from accuracy conditions. The model is one-dimensional and uniform, with no potential or boundary. For real-space electronic structure, it shows in this free-particle setting that a grid energy need not be a variational upper bound.

```lean
import Mathlib

open Finset

namespace StencilKineticEnergy

noncomputable section

/-- Coefficient of the `(m+1)`-st power of the central second difference, up to sign, in the
expansion of the second derivative for unit grid step. -/
def stencilCoeff (m : ℕ) : ℝ :=
  2 * (m.factorial : ℝ) ^ 2 / ((2 * m + 2).factorial : ℝ)

/-- Symbol of the `M`-term central stencil for minus the second derivative at unit grid step, as a
function of the phase advance `θ` per grid step. -/
def stencilSymbol (M : ℕ) (θ : ℝ) : ℝ :=
  ∑ m ∈ range M, stencilCoeff m * (2 * Real.sin (θ / 2)) ^ (2 * m + 2)

/-- Term-by-term expression for the slope of the stencil symbol. -/
def symbolSlope (M : ℕ) (θ : ℝ) : ℝ :=
  ∑ m ∈ range M, stencilCoeff m * (2 * (m : ℝ) + 2) *
    ((2 * Real.sin (θ / 2)) ^ (2 * m + 1) * Real.cos (θ / 2))

/-- Central second difference of a wavefunction with grid step `h`. -/
def secondDiff (h : ℝ) (f : ℝ → ℂ) : ℝ → ℂ :=
  fun x => f (x + h) - 2 * f x + f (x - h)

/-- Kinetic-energy operator of the `M`-term central stencil in atomic units,
for grid step `h ≠ 0`. -/
def gridKinetic (M : ℕ) (h : ℝ) (f : ℝ → ℂ) (x : ℝ) : ℂ :=
  -(1 / (2 * (h : ℂ) ^ 2)) *
    ∑ m ∈ range M, (-1) ^ m * (stencilCoeff m : ℂ) * (secondDiff h)^[m + 1] f x

/-- Plane wave of wavenumber `k`. -/
def planeWave (k x : ℝ) : ℂ := Complex.exp (((k * x : ℝ) : ℂ) * Complex.I)

/-- The stencil symbol at phase `k h`, divided by `2 h²`, for grid step `h ≠ 0`. -/
def gridEnergy (M : ℕ) (h k : ℝ) : ℝ := stencilSymbol M (k * h) / (2 * h ^ 2)

/-- All stencil coefficients are positive. -/
theorem stencilCoeff_pos (m : ℕ) : 0 < stencilCoeff m := by
  unfold stencilCoeff
  positivity

/-- Recurrence between successive stencil coefficients. -/
theorem stencilCoeff_succ (m : ℕ) :
    (2 * (m : ℝ) + 4) * (2 * m + 3) * stencilCoeff (m + 1)
      = ((m : ℝ) + 1) ^ 2 * stencilCoeff m := by
  have h : (2 * (m + 1) + 2).factorial
      = (2 * m + 2 + 1 + 1) * ((2 * m + 2 + 1) * (2 * m + 2).factorial) := by
    rw [show 2 * (m + 1) + 2 = 2 * m + 2 + 1 + 1 by ring,
      Nat.factorial_succ (2 * m + 2 + 1), Nat.factorial_succ (2 * m + 2)]
  unfold stencilCoeff
  rw [h, Nat.factorial_succ m]
  push_cast
  rw [← mul_div_assoc, ← mul_div_assoc, div_eq_div_iff (by positivity) (by positivity)]
  ring

private lemma chord_deriv (θ : ℝ) :
    HasDerivAt (fun t : ℝ => 2 * Real.sin (t / 2)) (Real.cos (θ / 2)) θ :=
  ((((hasDerivAt_id' θ).div_const 2).sin).const_mul 2).congr_deriv (by ring)

private lemma chord_sq (θ : ℝ) : (2 * Real.sin (θ / 2)) ^ 2 = 2 - 2 * Real.cos θ := by
  have h := Real.cos_two_mul (θ / 2)
  rw [show 2 * (θ / 2) = θ by ring] at h
  linear_combination 4 * Real.sin_sq_add_cos_sq (θ / 2) + 2 * h

private lemma symbol_deriv (M : ℕ) (θ : ℝ) :
    HasDerivAt (stencilSymbol M) (symbolSlope M θ) θ := by
  have h : HasDerivAt
      (fun t => ∑ m ∈ range M, stencilCoeff m * (2 * Real.sin (t / 2)) ^ (2 * m + 2))
      (∑ m ∈ range M, stencilCoeff m * (2 * (m : ℝ) + 2) *
        ((2 * Real.sin (θ / 2)) ^ (2 * m + 1) * Real.cos (θ / 2))) θ :=
    HasDerivAt.fun_sum fun m _ =>
      (((chord_deriv θ).fun_pow (2 * m + 2)).const_mul (stencilCoeff m)).congr_deriv (by
        rw [show 2 * m + 2 - 1 = 2 * m + 1 by omega]
        push_cast
        ring)
  exact h

/-- The derivative of `symbolSlope M` is 2 minus a single term. -/
theorem symbol_curvature (M : ℕ) (θ : ℝ) :
    HasDerivAt (symbolSlope M) (2 - (2 * (M : ℝ) + 2) * (2 * M + 1) * stencilCoeff M *
      (2 * Real.sin (θ / 2)) ^ (2 * M)) θ := by
  induction M with
  | zero =>
    have hf : symbolSlope 0 = fun _ => 0 := by
      funext t
      simp [symbolSlope]
    rw [hf]
    exact (hasDerivAt_const θ (0 : ℝ)).congr_deriv (by norm_num [stencilCoeff, Nat.factorial])
  | succ M ih =>
    have hf : symbolSlope (M + 1) = fun t => symbolSlope M t +
        stencilCoeff M * (2 * (M : ℝ) + 2) *
          ((2 * Real.sin (t / 2)) ^ (2 * M + 1) * Real.cos (t / 2)) := by
      funext t
      simp only [symbolSlope, Finset.sum_range_succ]
    rw [hf]
    have hp := (((chord_deriv θ).fun_pow (2 * M + 1)).fun_mul
      (((hasDerivAt_id' θ).div_const 2).cos)).const_mul (stencilCoeff M * (2 * (M : ℝ) + 2))
    refine (ih.fun_add hp).congr_deriv ?_
    rw [show 2 * M + 1 - 1 = 2 * M by omega]
    push_cast
    -- the recurrence cancels the term left over from the previous order
    linear_combination (2 * Real.sin (θ / 2)) ^ (2 * M + 2) * stencilCoeff_succ M +
      stencilCoeff M * (2 * (M : ℝ) + 2) * (2 * M + 1) * (2 * Real.sin (θ / 2)) ^ (2 * M) *
        Real.sin_sq_add_cos_sq (θ / 2)

private lemma nonneg_of_curvature {F F' F'' : ℝ → ℝ} (h1 : ∀ x, HasDerivAt F (F' x) x)
    (h2 : ∀ x, HasDerivAt F' (F'' x) x) (h0 : F 0 = 0) (h0' : F' 0 = 0)
    (hp : ∀ x, 0 ≤ F'' x) (x : ℝ) : 0 ≤ F x := by
  have hm : Monotone F' := monotone_of_deriv_nonneg (fun x => (h2 x).differentiableAt)
    (fun x => by rw [(h2 x).deriv]; exact hp x)
  have hc : Continuous F := continuous_iff_continuousAt.2 fun x => (h1 x).continuousAt
  rcases le_total 0 x with hx | hx
  · have h := monotoneOn_of_deriv_nonneg (convex_Ici (0 : ℝ)) hc.continuousOn
      (fun t _ => (h1 t).differentiableAt.differentiableWithinAt) (fun t ht => by
        have h3 := hm (Set.mem_Ici.1 (interior_subset ht))
        rw [h0'] at h3
        rwa [(h1 t).deriv])
    have h4 := h (Set.mem_Ici.2 le_rfl) (Set.mem_Ici.2 hx) hx
    rwa [h0] at h4
  · have h := antitoneOn_of_deriv_nonpos (convex_Iic (0 : ℝ)) hc.continuousOn
      (fun t _ => (h1 t).differentiableAt.differentiableWithinAt) (fun t ht => by
        have h3 := hm (Set.mem_Iic.1 (interior_subset ht))
        rw [h0'] at h3
        rwa [(h1 t).deriv])
    have h4 := h (Set.mem_Iic.2 hx) (Set.mem_Iic.2 le_rfl) hx
    rwa [h0] at h4

/-- The defect `θ² - S_M(θ)` of the stencil symbol is nonnegative and at most a constant
times `θ^(2M+2)`. -/
theorem symbol_defect (M : ℕ) (θ : ℝ) :
    0 ≤ θ ^ 2 - stencilSymbol M θ ∧
      θ ^ 2 - stencilSymbol M θ ≤ stencilCoeff M * θ ^ (2 * M + 2) := by
  have hc := (stencilCoeff_pos M).le
  have h1 : ∀ t, HasDerivAt (fun t => t ^ 2 - stencilSymbol M t)
      (2 * t - symbolSlope M t) t := fun t =>
    ((hasDerivAt_pow 2 t).fun_sub (symbol_deriv M t)).congr_deriv (by norm_num)
  have h2 : ∀ t, HasDerivAt (fun t => 2 * t - symbolSlope M t)
      ((2 * (M : ℝ) + 2) * (2 * M + 1) * stencilCoeff M *
        (2 * Real.sin (t / 2)) ^ (2 * M)) t := fun t =>
    (((hasDerivAt_id' t).const_mul 2).fun_sub (symbol_curvature M t)).congr_deriv (by ring)
  constructor
  · exact nonneg_of_curvature h1 h2 (by simp [stencilSymbol]) (by simp [symbolSlope])
      (fun t => mul_nonneg (mul_nonneg (by positivity) hc) ((even_two_mul M).pow_nonneg _)) θ
  · have g1 : ∀ t, HasDerivAt
        (fun t => stencilCoeff M * t ^ (2 * M + 2) - (t ^ 2 - stencilSymbol M t))
        (stencilCoeff M * (2 * (M : ℝ) + 2) * t ^ (2 * M + 1) - (2 * t - symbolSlope M t)) t :=
      fun t => (((hasDerivAt_pow (2 * M + 2) t).const_mul (stencilCoeff M)).fun_sub
        (h1 t)).congr_deriv (by
          rw [show 2 * M + 2 - 1 = 2 * M + 1 by omega]
          push_cast
          ring)
    have g2 : ∀ t, HasDerivAt (fun t => stencilCoeff M * (2 * (M : ℝ) + 2) * t ^ (2 * M + 1) -
          (2 * t - symbolSlope M t))
        ((2 * (M : ℝ) + 2) * (2 * M + 1) * stencilCoeff M *
          (t ^ (2 * M) - (2 * Real.sin (t / 2)) ^ (2 * M))) t :=
      fun t => (((hasDerivAt_pow (2 * M + 1) t).const_mul
        (stencilCoeff M * (2 * (M : ℝ) + 2))).fun_sub (h2 t)).congr_deriv (by
          rw [show 2 * M + 1 - 1 = 2 * M by omega]
          push_cast
          ring)
    have h := nonneg_of_curvature g1 g2 (by simp [stencilSymbol]) (by simp [symbolSlope])
      (fun t => by
        -- the chord is no longer than the arc
        have hs : (2 * Real.sin (t / 2)) ^ 2 ≤ t ^ 2 := by
          rw [chord_sq]
          linarith [Real.one_sub_sq_div_two_le_cos (x := t)]
        have hq := pow_le_pow_left₀ (sq_nonneg _) hs M
        rw [← pow_mul, ← pow_mul] at hq
        exact mul_nonneg (mul_nonneg (by positivity) hc) (sub_nonneg.2 hq)) θ
    exact sub_nonneg.1 h

/-- At every order, the stencil symbol lies strictly below the exact symbol `θ²`
for all nonzero phases. -/
theorem symbol_lt_sq (M : ℕ) {θ : ℝ} (hθ : θ ≠ 0) : stencilSymbol M θ < θ ^ 2 := by
  by_cases hs : Real.sin (θ / 2) = 0
  · have h : stencilSymbol M θ = 0 := by simp [stencilSymbol, hs]
    rw [h]
    positivity
  · -- the next order adds a positive term and still does not exceed `θ²`
    have h := (symbol_defect (M + 1) θ).1
    have e : stencilSymbol (M + 1) θ = stencilSymbol M θ +
        stencilCoeff M * (2 * Real.sin (θ / 2)) ^ (2 * M + 2) := by
      simp only [stencilSymbol, Finset.sum_range_succ]
    have p : 0 < stencilCoeff M * (2 * Real.sin (θ / 2)) ^ (2 * M + 2) :=
      mul_pos (stencilCoeff_pos M)
        (Even.pow_pos ⟨M + 1, by ring⟩ (mul_ne_zero two_ne_zero hs))
    linarith

private lemma secondDiff_wave (h k : ℝ) (a : ℂ) :
    secondDiff h (fun x => a * planeWave k x) =
      fun x => a * (-((2 * Real.sin (k * h / 2) : ℝ) : ℂ) ^ 2) * planeWave k x := by
  funext x
  have hp : planeWave k (x + h) = planeWave k x * planeWave k h := by
    unfold planeWave
    rw [← Complex.exp_add]
    congr 1
    push_cast
    ring
  have hm : planeWave k (x - h) = planeWave k x * planeWave k (-h) := by
    unfold planeWave
    rw [← Complex.exp_add]
    congr 1
    push_cast
    ring
  have hsum : planeWave k h + planeWave k (-h) = 2 * ((Real.cos (k * h) : ℝ) : ℂ) := by
    unfold planeWave
    rw [Complex.exp_mul_I, Complex.exp_mul_I, mul_neg, Complex.ofReal_neg, Complex.cos_neg,
      Complex.sin_neg, Complex.ofReal_cos]
    ring
  have hc : ((2 * Real.sin (k * h / 2) : ℝ) : ℂ) ^ 2
      = 2 - 2 * ((Real.cos (k * h) : ℝ) : ℂ) := by
    exact_mod_cast congrArg Complex.ofReal (chord_sq (k * h))
  simp only [secondDiff]
  rw [hp, hm, hc]
  linear_combination a * planeWave k x * hsum

private lemma iterate_wave (h k : ℝ) (n : ℕ) :
    (secondDiff h)^[n] (planeWave k) =
      fun x => (-((2 * Real.sin (k * h / 2) : ℝ) : ℂ) ^ 2) ^ n * planeWave k x := by
  induction n with
  | zero =>
    funext x
    simp
  | succ n ih =>
    rw [Function.iterate_succ_apply', ih, secondDiff_wave]
    funext x
    rw [pow_succ (-((2 * Real.sin (k * h / 2) : ℝ) : ℂ) ^ 2) n]

/-- Plane waves are eigenfunctions of the grid kinetic operator, with eigenvalue
`gridEnergy M h k`. -/
theorem gridKinetic_planeWave (M : ℕ) (h k x : ℝ) :
    gridKinetic M h (planeWave k) x = (gridEnergy M h k : ℂ) * planeWave k x := by
  have alt : ∀ (s c P : ℂ) (m : ℕ),
      (-1) ^ m * c * ((-s ^ 2) ^ (m + 1) * P) = -(c * s ^ (2 * m + 2)) * P := by
    intro s c P m
    have h1 : (-1 : ℂ) ^ m * (-1) ^ m = 1 := by
      rw [← mul_pow]
      norm_num
    rw [neg_pow (s ^ 2), ← pow_mul, show 2 * (m + 1) = 2 * m + 2 by ring,
      pow_succ (-1 : ℂ) m]
    linear_combination (-(c * s ^ (2 * m + 2) * P)) * h1
  simp only [gridKinetic, iterate_wave, alt]
  rw [← Finset.sum_mul, Finset.sum_neg_distrib]
  unfold gridEnergy stencilSymbol
  push_cast
  ring

/-- The grid kinetic energy of a plane wave with `k ≠ 0` is strictly below `k²/2`, and the
error is at most a constant times `k^(2M+2) h^(2M)`. -/
theorem gridEnergy_underestimates (M : ℕ) {h k : ℝ} (hh : h ≠ 0) (hk : k ≠ 0) :
    gridEnergy M h k < k ^ 2 / 2 ∧
      k ^ 2 / 2 - gridEnergy M h k ≤ stencilCoeff M / 2 * k ^ (2 * M + 2) * h ^ (2 * M) := by
  have hpos : 0 < 2 * h ^ 2 := by positivity
  have hE : gridEnergy M h k * (2 * h ^ 2) = stencilSymbol M (k * h) := by
    unfold gridEnergy
    exact div_mul_cancel₀ _ hpos.ne'
  constructor
  · refine lt_of_mul_lt_mul_right ?_ hpos.le
    rw [hE]
    calc stencilSymbol M (k * h) < (k * h) ^ 2 := symbol_lt_sq M (mul_ne_zero hk hh)
      _ = k ^ 2 / 2 * (2 * h ^ 2) := by ring
  · refine le_of_mul_le_mul_right ?_ hpos
    calc (k ^ 2 / 2 - gridEnergy M h k) * (2 * h ^ 2)
        = (k * h) ^ 2 - stencilSymbol M (k * h) := by rw [← hE]; ring
      _ ≤ stencilCoeff M * (k * h) ^ (2 * M + 2) := (symbol_defect M (k * h)).2
      _ = stencilCoeff M / 2 * k ^ (2 * M + 2) * h ^ (2 * M) * (2 * h ^ 2) := by
        rw [mul_pow]
        ring

end

end StencilKineticEnergy
```

```lean
#print axioms StencilKineticEnergy.gridKinetic_planeWave
#print axioms StencilKineticEnergy.gridEnergy_underestimates
```

```
'StencilKineticEnergy.gridKinetic_planeWave' depends on axioms: [propext, Classical.choice, Quot.sound]
'StencilKineticEnergy.gridEnergy_underestimates' depends on axioms: [propext, Classical.choice, Quot.sound]
```

## How the proof follows the calculation

`symbol_deriv` differentiates the sum once. `symbol_curvature` does the telescoping by induction on `M`: its final `linear_combination` combines the recurrence `stencilCoeff_succ` with $\sin^2+\cos^2=1$.

`nonneg_of_curvature` takes a function that vanishes at zero together with its slope. Nonnegative curvature means that the slope never decreases, so it is at most zero for negative arguments and at least zero for positive ones. The function therefore has its minimum, zero, at the origin. `symbol_defect` applies it twice, using `chord_sq` for $s^2\le\theta^2$. `symbol_lt_sq` splits on whether $\sin(\theta/2)$ vanishes.

For the operator, `secondDiff_wave` computes one second difference and `iterate_wave` repeats it by induction. The last theorem multiplies through by $2h^2$ and applies the symbol bounds.

## The stencil in code

Codes usually store the expanded weights. For $M=2$, $\delta^2-\delta^4/12$ gives the second-derivative weights

$$\frac1{h^2}\left(-\frac1{12},\ \frac43,\ -\frac52,\ \frac43,\ -\frac1{12}\right).$$

To test an implementation, apply $-\tfrac12$ times this stencil to a plane wave with $k\ne0$ that fits a periodic grid, then divide by the wave at any point. Up to rounding, the ratio should be $S_2(kh)/(2h^2)$, not $k^2/2$.
